# Depolarisation factors at the centre of a uniformly polarised sphere and circular cylinder

Take a sphere of radius 1 with unit polarisation along $z$. At polar angle $\theta$ its surface charge density is $\cos\theta$, and each patch $dS$ adds $-\cos^2\theta\,dS/(4\pi\varepsilon_0)$ to the $z$-component of the field at the centre, where $\varepsilon_0$ is the vacuum permittivity. With $\varphi$ the azimuth, the total is $-N/\varepsilon_0$, where

$$N=\frac1{4\pi}\int_0^{2\pi}d\varphi\int_0^\pi\cos^2\theta\,\sin\theta\,d\theta=\frac{1}{4\pi}\cdot 2\pi\cdot\frac23=\frac13 .$$

The number $N$ is the depolarisation factor. The double integral splits into two single ones, and the same happens for a cylinder.

The field of a lattice of equal dipoles depends on the shape in which the cells are added up. An Ewald sum without its zero-wavevector term leaves this shape term out. At the centre of a large sphere or finite cylinder of cells the term is $-NP/\varepsilon_0$, where $P$ is the dipole moment per volume, directed along the axis to which $N$ belongs.

```lean
import Mathlib

open Real Matrix Filter Topology

namespace DepolarisationFactor

noncomputable section
```

## Surface charge and its field at the centre

Describe a surface by $X(u,v)\in\mathbb R^3$. Its oriented area element is

$$n\,dS=(\partial_uX\times\partial_vX)\,du\,dv .$$

The order of the parameters fixes the direction of the normal $n$.

```lean
/-- Oriented area element of a parametrised surface: the cross product of its two tangents. -/
def areaElement (X : ℝ → ℝ → Fin 3 → ℝ) (u v : ℝ) : Fin 3 → ℝ :=
  (fun i => deriv (fun s => X s v i) u) ⨯₃ (fun i => deriv (fun s => X u s i) v)
```

Unit polarisation along axis $i$ leaves charge $n_i\,dS$. By Coulomb's law, its contribution to $N_i$ has the integrand $X_i\,(\partial_uX\times\partial_vX)_i/|X|^3$, up to the factor $1/4\pi$. Lean numbers the axes $x,y,z$ as 0, 1, 2.

```lean
/-- Coulomb integrand at the origin for the surface charge of a unit polarisation along
axis `i`; meant for surfaces that avoid the origin. -/
def depolKernel (X : ℝ → ℝ → Fin 3 → ℝ) (i : Fin 3) (u v : ℝ) : ℝ :=
  X u v i * areaElement X u v i / √(∑ k, X u v k ^ 2) ^ 3
```

Integrating over the patch gives

$$N_i=\frac1{4\pi}\int_{u_0}^{u_1}\!\int_{v_0}^{v_1}\frac{X_i\,(\partial_uX\times\partial_vX)_i}{|X|^3}\,dv\,du .$$

```lean
/-- Contribution of a surface patch to the depolarisation factor along axis `i`, for
surfaces that avoid the origin. -/
def surfaceDepol (X : ℝ → ℝ → Fin 3 → ℝ) (i : Fin 3) (u₀ u₁ v₀ v₁ : ℝ) : ℝ :=
  (∫ u in u₀..u₁, ∫ v in v₀..v₁, depolKernel X i u v) / (4 * π)
```

The sphere of radius $R$ is $X=(R\sin\theta\cos\varphi,\;R\sin\theta\sin\varphi,\;R\cos\theta)$.

```lean
/-- Sphere of radius `R` in polar and azimuthal angles. -/
def sphere (R θ φ : ℝ) : Fin 3 → ℝ :=
  ![R * sin θ * cos φ, R * sin θ * sin φ, R * cos θ]
```

A cylinder of radius $a$ and half-height $h$ has caps at $z=sh$ with $s=\pm1$. With $\rho$ the distance from the axis, a cap is $(\rho\cos\varphi,\;s\rho\sin\varphi,\;sh)$. The sign in the second entry reverses the azimuth on the bottom cap, so that its normal points outwards.

```lean
/-- Flat cap at height `s * h` in plane polar coordinates; `s = 1` is the top and `s = -1`
the bottom, each oriented outwards. -/
def cap (s h ρ φ : ℝ) : Fin 3 → ℝ := ![ρ * cos φ, s * (ρ * sin φ), s * h]
```

The side wall is $(a\cos\varphi,\;a\sin\varphi,\;z)$.

```lean
/-- Side wall of a cylinder of radius `a`. -/
def side (a φ z : ℝ) : Fin 3 → ℝ := ![a * cos φ, a * sin φ, z]
```

The closed cylinder is the sum of two caps and the wall, with $-h\le z\le h$.

```lean
/-- Depolarisation factor along axis `i` at the centre of a closed cylinder of radius `a`
and half-height `h`, for `a, h > 0`. -/
def cylinderDepol (a h : ℝ) (i : Fin 3) : ℝ :=
  surfaceDepol (cap 1 h) i 0 a 0 (2 * π) + surfaceDepol (cap (-1) h) i 0 a 0 (2 * π)
    + surfaceDepol (side a) i 0 (2 * π) (-h) h
```

If the integrand is $f(u)g(v)$, constants leave each integral in turn and

$$N_i=\frac1{4\pi}\int f\,du\int g\,dv .$$

```lean
/-- If the Coulomb integrand separates in the two surface parameters, the surface integral
is a product of two single integrals. -/
theorem surfaceDepol_of_product {X : ℝ → ℝ → Fin 3 → ℝ} {i : Fin 3} {u₀ u₁ v₀ v₁ : ℝ}
    (f g : ℝ → ℝ) (h : ∀ u v, depolKernel X i u v = f u * g v) :
    surfaceDepol X i u₀ u₁ v₀ v₁ = (∫ u in u₀..u₁, f u) * (∫ v in v₀..v₁, g v) / (4 * π) := by
  simp only [surfaceDepol, h, intervalIntegral.integral_const_mul,
    intervalIntegral.integral_mul_const]
```

## The sphere gives one third on every axis

Differentiating and taking the cross product gives $\partial_\theta X\times\partial_\varphi X=R\sin\theta\,X$. The proof checks the three components separately; the last needs $\sin^2\varphi+\cos^2\varphi=1$, supplied through `linear_combination`.

```lean
/-- The area element of the sphere is `R sin θ` times the position vector. -/
theorem sphere_areaElement (R θ φ : ℝ) :
    areaElement (sphere R) θ φ = (R * sin θ) • sphere R θ φ := by
  have h1 : (fun i => deriv (fun s => sphere R s φ i) θ)
      = ![R * cos θ * cos φ, R * cos θ * sin φ, -(R * sin θ)] := by
    ext i; fin_cases i <;> simp [sphere]
  have h2 : (fun i => deriv (fun s => sphere R θ s i) φ)
      = ![-(R * sin θ * sin φ), R * sin θ * cos φ, 0] := by
    ext i; fin_cases i <;> simp [sphere]
  unfold areaElement
  rw [h1, h2, cross_apply]
  ext i
  fin_cases i
  · change R * cos θ * sin φ * 0 - -(R * sin θ) * (R * sin θ * cos φ)
      = R * sin θ * (R * sin θ * cos φ)
    ring
  · change -(R * sin θ) * -(R * sin θ * sin φ) - R * cos θ * cos φ * 0
      = R * sin θ * (R * sin θ * sin φ)
    ring
  · change R * cos θ * cos φ * (R * sin θ * cos φ) - R * cos θ * sin φ * -(R * sin θ * sin φ)
      = R * sin θ * (R * cos θ)
    linear_combination (R ^ 2 * sin θ * cos θ) * sin_sq_add_cos_sq φ
```

For the cylinder the same computation gives $(0,0,s\rho)$ on a cap and $(a\cos\varphi,a\sin\varphi,0)$ on the wall.

```lean
/-- The area element of a cap points along the axis, that of the side wall points radially. -/
theorem cylinder_areaElement (s h a u v : ℝ) :
    areaElement (cap s h) u v = ![0, 0, s * u] ∧
      areaElement (side a) u v = ![a * cos u, a * sin u, 0] := by
  have h1 : (fun i => deriv (fun t => cap s h t v i) u) = ![cos v, s * sin v, 0] := by
    ext i; fin_cases i <;> simp [cap]
  have h2 : (fun i => deriv (fun t => cap s h u t i) v)
      = ![-(u * sin v), s * (u * cos v), 0] := by
    ext i; fin_cases i <;> simp [cap]
  have h3 : (fun i => deriv (fun t => side a t v i) u) = ![-(a * sin u), a * cos u, 0] := by
    ext i; fin_cases i <;> simp [side]
  have h4 : (fun i => deriv (fun t => side a u t i) v) = ![0, 0, 1] := by
    ext i; fin_cases i <;> simp [side]
  unfold areaElement
  rw [h1, h2, h3, h4, cross_apply, cross_apply]
  constructor
  · ext i
    fin_cases i
    · change s * sin v * 0 - 0 * (s * (u * cos v)) = 0
      ring
    · change 0 * -(u * sin v) - cos v * 0 = 0
      ring
    · change cos v * (s * (u * cos v)) - s * sin v * -(u * sin v) = s * u
      linear_combination (s * u) * sin_sq_add_cos_sq v
  · simp
```

On the sphere $|X|=R$, so $R$ cancels. The integrands are $\sin^3\theta\cos^2\varphi$, $\sin^3\theta\sin^2\varphi$ and $\cos^2\theta\sin\theta$. Antiderivatives $\tfrac13\cos^3\theta-\cos\theta$ and $-\tfrac13\cos^3\theta$ give polar integrals $\tfrac43$ and $\tfrac23$, hence

$$N_x=N_y=\frac{1}{4\pi}\cdot\frac43\cdot\pi=\frac13,\qquad N_z=\frac{1}{4\pi}\cdot\frac23\cdot2\pi=\frac13 .$$

In Lean, `I1` and `I2` are the polar integrals, and `h0`, `h1`, `h2` the three axes.

```lean
/-- A sphere has depolarisation factor `1/3` along every axis, whatever its radius. -/
theorem sphere_depol {R : ℝ} (hR : 0 < R) (i : Fin 3) :
    surfaceDepol (sphere R) i 0 π 0 (2 * π) = 1 / 3 := by
  have hp : 4 * π ≠ 0 := by positivity
  have hr : ∀ θ φ, √(∑ k, sphere R θ φ k ^ 2) = R := by
    intro θ φ
    have : ∑ k, sphere R θ φ k ^ 2 = R ^ 2 := by
      rw [Fin.sum_univ_three]
      change (R * sin θ * cos φ) ^ 2 + (R * sin θ * sin φ) ^ 2 + (R * cos θ) ^ 2 = R ^ 2
      linear_combination (R * sin θ) ^ 2 * sin_sq_add_cos_sq φ + R ^ 2 * sin_sq_add_cos_sq θ
    rw [this, Real.sqrt_sq hR.le]
  -- the two polar integrals
  have I1 : ∫ θ in (0 : ℝ)..π, sin θ ^ 3 = 4 / 3 := by
    have key : ∫ θ in (0 : ℝ)..π, sin θ ^ 3
        = (cos π ^ 3 / 3 - cos π) - (cos 0 ^ 3 / 3 - cos 0) :=
      intervalIntegral.integral_eq_sub_of_hasDerivAt (f := fun x => cos x ^ 3 / 3 - cos x)
        (fun x _ => ((((hasDerivAt_cos x).fun_pow 3).div_const 3).fun_sub
          (hasDerivAt_cos x)).congr_deriv
            (by linear_combination (-sin x) * sin_sq_add_cos_sq x))
        (Continuous.intervalIntegrable (by fun_prop) _ _)
    rw [key, cos_pi, cos_zero]; norm_num
  have I2 : ∫ θ in (0 : ℝ)..π, cos θ ^ 2 * sin θ = 2 / 3 := by
    have key : ∫ θ in (0 : ℝ)..π, cos θ ^ 2 * sin θ = cos π ^ 3 / (-3) - cos 0 ^ 3 / (-3) :=
      intervalIntegral.integral_eq_sub_of_hasDerivAt (f := fun x => cos x ^ 3 / (-3))
        (fun x _ => (((hasDerivAt_cos x).fun_pow 3).div_const (-3)).congr_deriv (by ring))
        (Continuous.intervalIntegrable (by fun_prop) _ _)
    rw [key, cos_pi, cos_zero]; norm_num
  have h0 : surfaceDepol (sphere R) 0 0 π 0 (2 * π) = 1 / 3 := by
    rw [surfaceDepol_of_product (fun θ => sin θ ^ 3) (fun φ => cos φ ^ 2), I1,
      integral_cos_sq, sin_two_pi, sin_zero, div_eq_iff hp]
    · ring
    · intro θ φ
      rw [depolKernel, sphere_areaElement, hr]
      change R * sin θ * cos φ * (R * sin θ * (R * sin θ * cos φ)) / R ^ 3 = _
      rw [div_eq_iff (pow_ne_zero 3 hR.ne')]; ring
  have h1 : surfaceDepol (sphere R) 1 0 π 0 (2 * π) = 1 / 3 := by
    rw [surfaceDepol_of_product (fun θ => sin θ ^ 3) (fun φ => sin φ ^ 2), I1,
      integral_sin_sq, sin_two_pi, sin_zero, div_eq_iff hp]
    · ring
    · intro θ φ
      rw [depolKernel, sphere_areaElement, hr]
      change R * sin θ * sin φ * (R * sin θ * (R * sin θ * sin φ)) / R ^ 3 = _
      rw [div_eq_iff (pow_ne_zero 3 hR.ne')]; ring
  have h2 : surfaceDepol (sphere R) 2 0 π 0 (2 * π) = 1 / 3 := by
    rw [surfaceDepol_of_product (fun θ => cos θ ^ 2 * sin θ) (fun _ => 1), I2,
      intervalIntegral.integral_const, smul_eq_mul, div_eq_iff hp]
    · ring
    · intro θ φ
      rw [depolKernel, sphere_areaElement, hr]
      change R * cos θ * (R * sin θ * (R * cos θ)) / R ^ 3 = _
      rw [div_eq_iff (pow_ne_zero 3 hR.ne')]; ring
  fin_cases i
  exacts [h0, h1, h2]
```

## The cylinder: caps for the axis, wall for the transverse directions

Both remaining integrals use, for $c\ne0$,

$$\frac{d}{dx}\sqrt{c^2+x^2}=\frac{x}{\sqrt{c^2+x^2}} .$$

```lean
/-- Derivative of the distance `√(c² + x²)` with respect to `x`, for `c ≠ 0`. -/
theorem hasDerivAt_distance {c : ℝ} (hc : c ≠ 0) (x : ℝ) :
    HasDerivAt (fun y => √(c ^ 2 + y ^ 2)) (x / √(c ^ 2 + x ^ 2)) x := by
  have h0 : HasDerivAt (fun y : ℝ => c ^ 2 + y ^ 2) (2 * x) x :=
    ((hasDerivAt_pow 2 x).const_add (c ^ 2)).congr_deriv (by norm_num)
  exact (h0.sqrt (by positivity)).congr_deriv (mul_div_mul_left _ _ two_ne_zero)
```

For axial polarisation the wall is uncharged. On each cap $X_z(\partial_\rho X\times\partial_\varphi X)_z=s^2h\rho=h\rho$, so the cap contributes

$$\frac{2\pi}{4\pi}\int_0^a\frac{h\rho\,d\rho}{(h^2+\rho^2)^{3/2}}
=\frac12\left[-\frac{h}{\sqrt{h^2+\rho^2}}\right]_0^a
=\frac12\left(1-\frac{h}{\sqrt{h^2+a^2}}\right).$$

The two caps together give $N_z=1-h/\sqrt{h^2+a^2}$.

```lean
/-- At the centre of a cylinder of radius `a` and half-height `h`, the axial depolarisation factor
is `1 - h / √(h² + a²)`. -/
theorem cylinder_axial (a : ℝ) {h : ℝ} (hh : 0 < h) :
    cylinderDepol a h 2 = 1 - h / √(h ^ 2 + a ^ 2) := by
  have hS : ∀ x : ℝ, √(h ^ 2 + x ^ 2) ≠ 0 := fun x => (Real.sqrt_pos.2 (by positivity)).ne'
  have I : ∫ x in (0 : ℝ)..a, h * x / √(h ^ 2 + x ^ 2) ^ 3 = 1 - h / √(h ^ 2 + a ^ 2) := by
    have key : ∫ x in (0 : ℝ)..a, h * x / √(h ^ 2 + x ^ 2) ^ 3
        = -h / √(h ^ 2 + a ^ 2) - -h / √(h ^ 2 + 0 ^ 2) :=
      intervalIntegral.integral_eq_sub_of_hasDerivAt (f := fun x => -h / √(h ^ 2 + x ^ 2))
        (fun x _ => ((hasDerivAt_const x (-h)).fun_div (hasDerivAt_distance hh.ne' x)
          (hS x)).congr_deriv (by
            have := hS x
            rw [zero_mul, zero_sub, neg_mul, neg_neg]
            field_simp))
        (Continuous.intervalIntegrable (Continuous.div (by fun_prop) (by fun_prop)
          (fun x => pow_ne_zero 3 (hS x))) _ _)
    rw [key, zero_pow two_ne_zero, add_zero, Real.sqrt_sq hh.le, neg_div, neg_div,
      div_self hh.ne']
    ring
  -- each cap gives one half of the result
  have hcap : ∀ s : ℝ, s ^ 2 = 1 → surfaceDepol (cap s h) 2 0 a 0 (2 * π)
      = (1 - h / √(h ^ 2 + a ^ 2)) / 2 := by
    intro s hs
    rw [surfaceDepol_of_product (fun x => h * x / √(h ^ 2 + x ^ 2) ^ 3) (fun _ => 1), I,
      intervalIntegral.integral_const, smul_eq_mul, div_eq_iff (by positivity)]
    · ring
    · intro x φ
      have hsum : ∑ k, cap s h x φ k ^ 2 = h ^ 2 + x ^ 2 := by
        rw [Fin.sum_univ_three]
        change (x * cos φ) ^ 2 + (s * (x * sin φ)) ^ 2 + (s * h) ^ 2 = _
        linear_combination (x ^ 2 * sin φ ^ 2 + h ^ 2) * hs + x ^ 2 * sin_sq_add_cos_sq φ
      rw [depolKernel, (cylinder_areaElement s h a x φ).1, hsum]
      change s * h * (s * x) / √(h ^ 2 + x ^ 2) ^ 3 = h * x / √(h ^ 2 + x ^ 2) ^ 3 * 1
      rw [show s * h * (s * x) = h * x by linear_combination h * x * hs, mul_one]
  have hside : surfaceDepol (side a) 2 0 (2 * π) (-h) h = 0 := by
    simp [surfaceDepol, depolKernel, (cylinder_areaElement 1 h a _ _).2]
  rw [cylinderDepol, hcap 1 (by norm_num), hcap (-1) (by norm_num), hside]
  ring
```

For transverse polarisation the caps are uncharged. The azimuthal integral of $\cos^2\varphi$ or $\sin^2\varphi$ is $\pi$, so

$$N_x=N_y=\frac{\pi}{4\pi}\int_{-h}^{h}\frac{a^2\,dz}{(a^2+z^2)^{3/2}}
=\frac14\left[\frac{z}{\sqrt{a^2+z^2}}\right]_{-h}^{h}
=\frac{h}{2\sqrt{h^2+a^2}} .$$

The helper `alg` is the quotient-rule algebra behind this antiderivative.

```lean
/-- At the centre of a cylinder of radius `a` and half-height `h`, both transverse depolarisation
factors are `h / (2 √(h² + a²))`. -/
theorem cylinder_transverse {a : ℝ} (ha : 0 < a) (h : ℝ) :
    cylinderDepol a h 0 = h / (2 * √(h ^ 2 + a ^ 2)) ∧
      cylinderDepol a h 1 = h / (2 * √(h ^ 2 + a ^ 2)) := by
  have hp : 4 * π ≠ 0 := by positivity
  have hS : ∀ x : ℝ, √(a ^ 2 + x ^ 2) ≠ 0 := fun x => (Real.sqrt_pos.2 (by positivity)).ne'
  have alg : ∀ x S : ℝ, S ≠ 0 → S ^ 2 = a ^ 2 + x ^ 2 →
      (1 * S - x * (x / S)) / S ^ 2 = a ^ 2 / S ^ 3 := by
    intro x S h0 h1
    field_simp
    linear_combination h1
  have I : ∫ z in (-h)..h, a ^ 2 / √(a ^ 2 + z ^ 2) ^ 3
      = h / √(a ^ 2 + h ^ 2) - -h / √(a ^ 2 + (-h) ^ 2) :=
    intervalIntegral.integral_eq_sub_of_hasDerivAt (f := fun x => x / √(a ^ 2 + x ^ 2))
      (fun x _ => ((hasDerivAt_id' x).fun_div (hasDerivAt_distance ha.ne' x)
        (hS x)).congr_deriv (alg x _ (hS x) (Real.sq_sqrt (by positivity))))
      (Continuous.intervalIntegrable (Continuous.div (by fun_prop) (by fun_prop)
        (fun x => pow_ne_zero 3 (hS x))) _ _)
  have hsum : ∀ φ z, ∑ k, side a φ z k ^ 2 = a ^ 2 + z ^ 2 := by
    intro φ z
    rw [Fin.sum_univ_three]
    change (a * cos φ) ^ 2 + (a * sin φ) ^ 2 + z ^ 2 = _
    linear_combination a ^ 2 * sin_sq_add_cos_sq φ
  -- the caps carry no charge for a transverse polarisation
  have c0 : ∀ s, surfaceDepol (cap s h) 0 0 a 0 (2 * π) = 0 := by
    intro s; simp [surfaceDepol, depolKernel, (cylinder_areaElement s h a _ _).1]
  have c1 : ∀ s, surfaceDepol (cap s h) 1 0 a 0 (2 * π) = 0 := by
    intro s; simp [surfaceDepol, depolKernel, (cylinder_areaElement s h a _ _).1]
  rw [cylinderDepol, cylinderDepol, c0, c0, c1, c1, add_zero, zero_add, zero_add,
    add_comm (h ^ 2)]
  constructor
  · rw [surfaceDepol_of_product (fun φ => cos φ ^ 2) (fun z => a ^ 2 / √(a ^ 2 + z ^ 2) ^ 3),
      I, integral_cos_sq, sin_two_pi, sin_zero, neg_sq, div_eq_iff hp]
    · ring
    · intro φ z
      rw [depolKernel, (cylinder_areaElement 1 h a φ z).2, hsum]
      change a * cos φ * (a * cos φ) / √(a ^ 2 + z ^ 2) ^ 3 = _
      ring
  · rw [surfaceDepol_of_product (fun φ => sin φ ^ 2) (fun z => a ^ 2 / √(a ^ 2 + z ^ 2) ^ 3),
      I, integral_sin_sq, sin_two_pi, sin_zero, neg_sq, div_eq_iff hp]
    · ring
    · intro φ z
      rw [depolKernel, (cylinder_areaElement 1 h a φ z).2, hsum]
      change a * sin φ * (a * sin φ) / √(a ^ 2 + z ^ 2) ^ 3 = _
      ring
```

Adding the three factors cancels the square roots and leaves 1. For $a=4$, $h=3$ the root is 5: the axial factor is $1-\tfrac35=\tfrac25$, each transverse factor is $\tfrac3{10}$, and $\tfrac25+\tfrac3{10}+\tfrac3{10}=1$.

```lean
/-- The three depolarisation factors at the centre of a cylinder add up to one. -/
theorem cylinder_sum_rule {a h : ℝ} (ha : 0 < a) (hh : 0 < h) :
    ∑ i, cylinderDepol a h i = 1 := by
  rw [Fin.sum_univ_three, (cylinder_transverse ha h).1, (cylinder_transverse ha h).2,
    cylinder_axial a hh]
  ring
```

## Needle and disc

Fix $a>0$. For $h>0$, put $t=a/h$; then $N_z=1-1/\sqrt{1+t^2}$, which tends to 0 as $h\to\infty$ because $t\to0$. As $h\to0^+$, the original formula is continuous at $h=0$ and tends to 1. In Lean, `atTop` is the needle limit and `𝓝[>] 0` the one-sided disc limit; `congr'` replaces the factor by its formula where $h>0$.

The cylinder formulas are for the centre. At finite $h$ the field inside varies from point to point, and its volume average generally gives a different factor; in the two limits the averaged axial factor also tends to 0 and 1.

```lean
/-- At fixed radius the axial factor at the centre of a cylinder tends to 0 for a long needle and to
1 for a flat disc. -/
theorem needle_and_disc_limits {a : ℝ} (ha : 0 < a) :
    Tendsto (fun h => cylinderDepol a h 2) atTop (𝓝 0) ∧
      Tendsto (fun h => cylinderDepol a h 2) (𝓝[>] 0) (𝓝 1) := by
  constructor
  · -- the factor depends only on the ratio a / h, which tends to zero
    have hc : Continuous fun t : ℝ => 1 - 1 / √(1 + t ^ 2) :=
      continuous_const.sub (continuous_const.div (by fun_prop)
        (fun t => (Real.sqrt_pos.2 (by positivity)).ne'))
    have ht : Tendsto (fun h : ℝ => a / h) atTop (𝓝 0) :=
      tendsto_const_nhds.div_atTop tendsto_id
    refine ((hc.tendsto' 0 0 (by simp)).comp ht).congr' ?_
    filter_upwards [eventually_gt_atTop (0 : ℝ)] with h hh
    have e : h ^ 2 + a ^ 2 = h ^ 2 * (1 + (a / h) ^ 2) := by field_simp
    have hS : √(1 + (a / h) ^ 2) ≠ 0 := (Real.sqrt_pos.2 (by positivity)).ne'
    rw [cylinder_axial a hh, e, Real.sqrt_mul (sq_nonneg h), Real.sqrt_sq hh.le]
    change 1 - 1 / √(1 + (a / h) ^ 2) = _
    congr 1
    rw [div_eq_div_iff hS (mul_ne_zero hh.ne' hS)]
    ring
  · have hc : Continuous fun h : ℝ => 1 - h / √(h ^ 2 + a ^ 2) :=
      continuous_const.sub (continuous_id.div (by fun_prop)
        (fun h => (Real.sqrt_pos.2 (by positivity)).ne'))
    refine ((hc.tendsto' 0 1 (by simp)).mono_left nhdsWithin_le_nhds).congr' ?_
    filter_upwards [self_mem_nhdsWithin] with h hh
    exact (cylinder_axial a hh).symm

end

end DepolarisationFactor
```

```lean
#print axioms DepolarisationFactor.sphere_depol
-- 'DepolarisationFactor.sphere_depol' depends on axioms: [propext, Classical.choice, Quot.sound]
#print axioms DepolarisationFactor.cylinder_sum_rule
-- 'DepolarisationFactor.cylinder_sum_rule' depends on axioms: [propext, Classical.choice, Quot.sound]
#print axioms DepolarisationFactor.needle_and_disc_limits
-- 'DepolarisationFactor.needle_and_disc_limits' depends on axioms: [propext, Classical.choice, Quot.sound]
```
